# Energy levels and ground-state crossing of the isosceles spin-1/2 Heisenberg trimer

Three magnetic ions, each with spin 1/2, sit at the corners of an isosceles triangle. The apex ion, site 2, couples to each of the base ions 1 and 3 with strength $J$, and the base ions couple to each other with strength $K$:

$$H = J(\mathbf S_1\cdot\mathbf S_2+\mathbf S_2\cdot\mathbf S_3)+K\,\mathbf S_1\cdot\mathbf S_3 .$$

With both couplings positive, every bond favours antiparallel spins, and the three bonds cannot all be satisfied. Which compromise has the lowest energy? For $J\ge 0$ the ground energy is $\min(-J+K/4,\,-3K/4)$, and the two levels exchange roles at $J=K$. The assumptions behind this answer are taken in turn below; comments on relaxing them are ordinary argument and are not part of the Lean code.

## Spin one-half on every site

Each site has two states, so there are eight configurations, and $H$ is an $8\times8$ matrix. In Lean, `Config` lists the configurations, with `0` for up and `1` for down.

```lean
import Mathlib

open Matrix
open scoped Kronecker

namespace IsoscelesHeisenbergTrimer

noncomputable section

/-- Configurations of three spins 1/2; `0` is up and `1` is down. -/
abbrev Config := Fin 2 × Fin 2 × Fin 2
```

The index of `spin` runs over $x,y,z$. Spins are measured in units of $\hbar$, so $J$ and $K$ are energies.

```lean
/-- The spin-1/2 matrices Sx, Sy, Sz, in units of ħ. -/
def spin : Fin 3 → Matrix (Fin 2) (Fin 2) ℂ :=
  ![!![0, 1/2; 1/2, 0], !![0, -(Complex.I/2); Complex.I/2, 0], !![1/2, 0; 0, -(1/2)]]
```

A site operator is a Kronecker product with identities on the other two sites.

```lean
/-- The spin vector operator of site 1. -/
def S₁ (k : Fin 3) : Matrix Config Config ℂ :=
  spin k ⊗ₖ ((1 : Matrix (Fin 2) (Fin 2) ℂ) ⊗ₖ (1 : Matrix (Fin 2) (Fin 2) ℂ))

/-- The spin vector operator of site 2. -/
def S₂ (k : Fin 3) : Matrix Config Config ℂ :=
  (1 : Matrix (Fin 2) (Fin 2) ℂ) ⊗ₖ (spin k ⊗ₖ (1 : Matrix (Fin 2) (Fin 2) ℂ))

/-- The spin vector operator of site 3. -/
def S₃ (k : Fin 3) : Matrix Config Config ℂ :=
  (1 : Matrix (Fin 2) (Fin 2) ℂ) ⊗ₖ ((1 : Matrix (Fin 2) (Fin 2) ℂ) ⊗ₖ spin k)
```

The scalar product sums the three component products. Each bond is counted once, and a positive coupling is antiferromagnetic.

```lean
/-- The scalar product of two vector operators. -/
def dot (A B : Fin 3 → Matrix Config Config ℂ) : Matrix Config Config ℂ :=
  ∑ k, A k * B k

/-- The isosceles trimer `H = J (S₁·S₂ + S₂·S₃) + K S₁·S₃`. -/
def trimer (J K : ℝ) : Matrix Config Config ℂ :=
  (J : ℂ) • (dot S₁ S₂ + dot S₂ S₃) + (K : ℂ) • dot S₁ S₃
```

An energy is an eigenvalue with a nonzero eigenvector. It is allowed to be complex at this stage.

```lean
/-- The number `E` is an eigenvalue of the trimer Hamiltonian. -/
def IsEnergy (J K : ℝ) (E : ℂ) : Prop :=
  ∃ v : Config → ℂ, v ≠ 0 ∧ trimer J K *ᵥ v = E • v
```

Three candidate eigenvectors are written in the configuration basis. Sites 1 and 3 form a triplet in the second, which is symmetric under their exchange, and a singlet in the third, which is antisymmetric. The second and third have norms $\sqrt6$ and $\sqrt2$, so the normalised states are $(2|{\uparrow\downarrow\uparrow}\rangle-|{\uparrow\uparrow\downarrow}\rangle-|{\downarrow\uparrow\uparrow}\rangle)/\sqrt6$ and $(|{\uparrow\uparrow\downarrow}\rangle-|{\downarrow\uparrow\uparrow}\rangle)/\sqrt2$.

```lean
/-- The basis state with spin configuration `x`. -/
def ket (x y : Config) : ℂ := if y = x then 1 else 0

/-- The state ↑↑↑. -/
def allUp : Config → ℂ := fun y => ket (0, 0, 0) y

/-- The unnormalised state 2 ↑↓↑ − ↑↑↓ − ↓↑↑. -/
def outerTriplet : Config → ℂ :=
  fun y => 2 * ket (0, 1, 0) y - ket (0, 0, 1) y - ket (1, 0, 0) y

/-- The unnormalised state ↑↑↓ − ↓↑↑. -/
def outerSinglet : Config → ℂ := fun y => ket (0, 0, 1) y - ket (1, 0, 0) y
```

Spin 1/2 first enters through the exchange identity. Let $P_{ij}$ swap the spins of sites $i$ and $j$. On parallel spins, $S^z_iS^z_j$ gives $1/4$ and the transverse terms give zero. On antiparallel spins, $S^z_iS^z_j$ gives $-1/4$, and $S^x_iS^x_j+S^y_iS^y_j$ swaps them with amplitude $1/2$. Both cases are covered by

$$\mathbf S_i\cdot\mathbf S_j=\tfrac12P_{ij}-\tfrac14 .$$

`spin_exchange` is this identity for matrix elements, checked over all sixteen index choices; the $S^y$ terms use the fact that the imaginary unit squares to $-1$.

```lean
/-- The matrix elements of the scalar product of two spins 1/2 are half those of the
exchange of the spins minus a quarter of those of the identity. -/
theorem spin_exchange (a x b y : Fin 2) :
    ∑ k, spin k a x * spin k b y =
      (if a = y ∧ b = x then 1/2 else 0) - (if a = x ∧ b = y then 1/4 else 0) := by
  fin_cases a <;> fin_cases x <;> fin_cases b <;> fin_cases y <;>
    simp [spin, Fin.sum_univ_three] <;>
    first
      | linear_combination (1/4 : ℂ) * Complex.I_sq
      | linear_combination (-1/4 : ℂ) * Complex.I_sq
      | ring
```

`bond_mulVec` carries it to the three-site space. The auxiliary facts `h12`, `h23` and `h13` separate each bond into two active spins and a spectator, whose label must stay unchanged.

```lean
/-- Each Heisenberg bond acts on a wavefunction as half the swap of its two spins
minus a quarter of the identity. -/
theorem bond_mulVec (ψ : Config → ℂ) (a b c : Fin 2) :
    (dot S₁ S₂ *ᵥ ψ) (a, b, c) = ψ (b, a, c) / 2 - ψ (a, b, c) / 4 ∧
    (dot S₂ S₃ *ᵥ ψ) (a, b, c) = ψ (a, c, b) / 2 - ψ (a, b, c) / 4 ∧
    (dot S₁ S₃ *ᵥ ψ) (a, b, c) = ψ (c, b, a) / 2 - ψ (a, b, c) / 4 := by
  -- matrix elements of each bond: two active spins and one spectator
  have h12 : ∀ x y z, dot S₁ S₂ (a, b, c) (x, y, z) =
      (∑ k, spin k a x * spin k b y) * (1 : Matrix (Fin 2) (Fin 2) ℂ) c z := by
    intro x y z
    simp only [dot, S₁, S₂, ← Matrix.mul_kronecker_mul, Matrix.mul_one, Matrix.one_mul,
      Matrix.sum_apply, Matrix.kroneckerMap_apply, Finset.sum_mul]
    exact Finset.sum_congr rfl fun k _ => by ring
  have h23 : ∀ x y z, dot S₂ S₃ (a, b, c) (x, y, z) =
      (∑ k, spin k b y * spin k c z) * (1 : Matrix (Fin 2) (Fin 2) ℂ) a x := by
    intro x y z
    simp only [dot, S₂, S₃, ← Matrix.mul_kronecker_mul, Matrix.mul_one, Matrix.one_mul,
      Matrix.sum_apply, Matrix.kroneckerMap_apply, Finset.sum_mul]
    exact Finset.sum_congr rfl fun k _ => by ring
  have h13 : ∀ x y z, dot S₁ S₃ (a, b, c) (x, y, z) =
      (∑ k, spin k a x * spin k c z) * (1 : Matrix (Fin 2) (Fin 2) ℂ) b y := by
    intro x y z
    simp only [dot, S₁, S₃, ← Matrix.mul_kronecker_mul, Matrix.mul_one, Matrix.one_mul,
      Matrix.sum_apply, Matrix.kroneckerMap_apply, Finset.sum_mul]
    exact Finset.sum_congr rfl fun k _ => by ring
  refine ⟨?_, ?_, ?_⟩ <;>
    simp only [Matrix.mulVec, dotProduct, Fintype.sum_prod_type, h12, h23, h13,
      spin_exchange] <;>
    fin_cases a <;> fin_cases b <;> fin_cases c <;>
    simp [Fin.sum_univ_two, Matrix.one_apply] <;> ring
```

Put $A=P_{12}+P_{23}$ and $P=P_{13}$. Adding the bonds gives

$$H=\tfrac J2(A-1)+\tfrac K4(2P-1),$$

which `trimer_mulVec` states for the amplitudes $\psi(a,b,c)$.

```lean
/-- The action of the trimer Hamiltonian on the amplitudes of a wavefunction. -/
theorem trimer_mulVec (J K : ℝ) (ψ : Config → ℂ) (a b c : Fin 2) :
    (trimer J K *ᵥ ψ) (a, b, c) =
      J * (ψ (b, a, c) + ψ (a, c, b) - ψ (a, b, c)) / 2
        + K * (2 * ψ (c, b, a) - ψ (a, b, c)) / 4 := by
  obtain ⟨h12, h23, h13⟩ := bond_mulVec ψ a b c
  simp only [trimer, Matrix.add_mulVec, Matrix.smul_mulVec, Pi.add_apply, Pi.smul_apply,
    smul_eq_mul, h12, h23, h13]
  ring
```

Spin 1/2 enters a second time because three two-valued labels always include two equal ones. No totally antisymmetric state of three such spins exists, so the antisymmetriser vanishes:

$$1-P_{12}-P_{23}-P_{13}+C=0,$$

where $C$ is the sum of the two cyclic permutations. For larger spins both ingredients fail. A uniform triangle of spins 1 with nonzero coupling has four distinct levels, for total spin 0, 1, 2 and 3, so no cubic polynomial can annihilate its Hamiltonian.

## Two equal bonds

The equal couplings at the apex make $H$ a combination of $A$, $P$ and the identity. Products of two different swaps are cyclic permutations, so $AP=PA=C$ and $A^2=2+C$. The vanishing antisymmetriser then gives

$$AP=A+P-1,\qquad A^2=A+P+1,\qquad P^2=1 .$$

The aim is the cubic identity $(H-\tfrac J2-\tfrac K4)(H+J-\tfrac K4)(H+\tfrac{3K}4)=0$. Its last two factors are

$$H+J-\tfrac K4=\tfrac J2(A+1)+\tfrac K2(P-1),\qquad H+\tfrac{3K}4=\tfrac J2(A-1)+\tfrac K2(P+1).$$

In their product, the $J^2/4$ term contains $A^2-1=A+P$. The $JK/4$ term contains $(A+1)(P+1)+(P-1)(A-1)=2AP+2=2(A+P)$, and the $K^2/4$ term contains $P^2-1=0$. The product is therefore $\tfrac14J(J+2K)(A+P)$. The remaining factor is

$$H-\tfrac J2-\tfrac K4=\tfrac J2(A-2)+\tfrac K2(P-1),$$

and it annihilates $A+P$, because

$$(A-2)(A+P)=A^2+AP-2A-2P=0,\qquad (P-1)(A+P)=AP+1-A-P=0 .$$

The Lean proof tests the same matrix identity on an arbitrary wavefunction. It applies the factors through `trimer_mulVec`, and `fin_cases` runs over the eight configurations. That case split supplies the coincidence of labels expressed by hand through the antisymmetriser, and `ring` finishes each case.

```lean
/-- The trimer Hamiltonian satisfies
`(H - J/2 - K/4) (H + J - K/4) (H + 3K/4) = 0`. -/
theorem trimer_cubic (J K : ℝ) :
    (trimer J K - ((J : ℂ) / 2 + K / 4) • (1 : Matrix Config Config ℂ))
      * (trimer J K + ((J : ℂ) - K / 4) • (1 : Matrix Config Config ℂ))
      * (trimer J K + (3 * (K : ℂ) / 4) • (1 : Matrix Config Config ℂ)) = 0 := by
  -- test the identity on an arbitrary wavefunction, one configuration at a time
  apply Matrix.toLin'.injective
  refine LinearMap.ext fun ψ => ?_
  simp only [Matrix.toLin'_apply, map_zero, LinearMap.zero_apply]
  funext ⟨a, b, c⟩
  simp only [← Matrix.mulVec_mulVec, Matrix.sub_mulVec, Matrix.add_mulVec,
    Matrix.smul_mulVec, Matrix.one_mulVec, Pi.add_apply, Pi.sub_apply, Pi.smul_apply,
    Pi.zero_apply, smul_eq_mul, trimer_mulVec]
  fin_cases a <;> fin_cases b <;> fin_cases c <;> ring
```

With three different couplings $J_{12},J_{23},J_{13}$, the two levels of total spin 1/2 (those of `outerTriplet` and `outerSinglet` when $J_{12}=J_{23}$) are separated by $\sqrt{J_{12}^2+J_{23}^2+J_{13}^2-J_{12}J_{23}-J_{23}J_{13}-J_{13}J_{12}}$. This vanishes only when all three couplings agree, so a distortion that makes the apex bonds unequal turns the crossing into an avoided one.

## Eigenvectors that are not zero

A physical state has nonzero norm; without that condition every number would count as an energy. The three explicit states meet it, and their energies follow from the swaps:

- On $|{\uparrow\uparrow\uparrow}\rangle$, $A=2$ and $P=1$, so $E=J/2+K/4$.
- On `outerTriplet`, $A=-1$ and $P=1$, so $E=-J+K/4$.
- On `outerSinglet`, $A=1$ and $P=-1$, so $E=-3K/4$.

For the second state, $A$ sends $|{\uparrow\downarrow\uparrow}\rangle$ to $|{\downarrow\uparrow\uparrow}\rangle+|{\uparrow\uparrow\downarrow}\rangle$, and sends each of those two states to itself plus $|{\uparrow\downarrow\uparrow}\rangle$. Collecting terms reverses the sign of the vector. For the third, the $|{\uparrow\downarrow\uparrow}\rangle$ contributions cancel.

These eigenvalue equations say that each factor of the cubic has the corresponding state as a null vector. In Lean, one nonzero amplitude shows that each vector is nonzero, and the equations are compared configuration by configuration.

```lean
/-- Three explicit states are eigenvectors of the trimer, with energies
`J/2 + K/4`, `-J + K/4` and `-3K/4`. -/
theorem trimer_eigenstates (J K : ℝ) :
    (allUp ≠ 0 ∧ trimer J K *ᵥ allUp = ((J / 2 + K / 4 : ℝ) : ℂ) • allUp) ∧
    (outerTriplet ≠ 0 ∧
      trimer J K *ᵥ outerTriplet = ((-J + K / 4 : ℝ) : ℂ) • outerTriplet) ∧
    (outerSinglet ≠ 0 ∧
      trimer J K *ᵥ outerSinglet = ((-(3 * K / 4) : ℝ) : ℂ) • outerSinglet) := by
  refine ⟨⟨fun h => ?_, ?_⟩, ⟨fun h => ?_, ?_⟩, ⟨fun h => ?_, ?_⟩⟩
  · simpa [allUp, ket] using congrFun h (0, 0, 0)
  · funext ⟨a, b, c⟩
    rw [trimer_mulVec, Pi.smul_apply, smul_eq_mul]
    push_cast
    fin_cases a <;> fin_cases b <;> fin_cases c <;>
      simp (decide := true) only [allUp, ket, ↓reduceIte] <;> ring
  · simpa [outerTriplet, ket] using congrFun h (0, 1, 0)
  · funext ⟨a, b, c⟩
    rw [trimer_mulVec, Pi.smul_apply, smul_eq_mul]
    push_cast
    fin_cases a <;> fin_cases b <;> fin_cases c <;>
      simp (decide := true) only [outerTriplet, ket, ↓reduceIte] <;> ring
  · simpa [outerSinglet, ket] using congrFun h (0, 0, 1)
  · funext ⟨a, b, c⟩
    rw [trimer_mulVec, Pi.smul_apply, smul_eq_mul]
    push_cast
    fin_cases a <;> fin_cases b <;> fin_cases c <;>
      simp (decide := true) only [outerSinglet, ket, ↓reduceIte] <;> ring
```

Conversely, if $Hv=Ev$, the cubic gives

$$(E-\tfrac J2-\tfrac K4)(E+J-\tfrac K4)(E+\tfrac{3K}4)\,v=0 .$$

Since $v\neq0$, the number in front vanishes, and $E$ is one of the three levels. In the proof, `hp` and `hm` turn the matrix factors into numbers, and `hv0` removes the vector.

```lean
/-- The eigenvalues of the trimer are exactly `J/2 + K/4`, `-J + K/4` and `-3K/4`. -/
theorem isEnergy_iff (J K : ℝ) (E : ℂ) :
    IsEnergy J K E ↔ E = ((J / 2 + K / 4 : ℝ) : ℂ) ∨ E = ((-J + K / 4 : ℝ) : ℂ) ∨
      E = ((-(3 * K / 4) : ℝ) : ℂ) := by
  constructor
  · rintro ⟨v, hv0, hv⟩
    -- on an eigenvector each factor of the cubic becomes a number
    have hp : ∀ d : ℂ, (trimer J K + d • (1 : Matrix Config Config ℂ)) *ᵥ v = (E + d) • v := by
      intro d
      rw [Matrix.add_mulVec, Matrix.smul_mulVec, Matrix.one_mulVec, hv, add_smul]
    have hm : ∀ d : ℂ, (trimer J K - d • (1 : Matrix Config Config ℂ)) *ᵥ v = (E - d) • v := by
      intro d
      rw [Matrix.sub_mulVec, Matrix.smul_mulVec, Matrix.one_mulVec, hv, sub_smul]
    have h := congrArg (fun M => M *ᵥ v) (trimer_cubic J K)
    simp only [← Matrix.mulVec_mulVec, hp, hm, Matrix.mulVec_smul, smul_smul,
      Matrix.zero_mulVec] at h
    have h0 := (smul_eq_zero.mp h).resolve_right hv0
    have h1 : (E - ((J : ℂ) / 2 + K / 4)) * ((E + (J - K / 4)) * (E + 3 * K / 4)) = 0 := by
      linear_combination h0
    push_cast
    rcases mul_eq_zero.mp h1 with h2 | h2
    · left; linear_combination h2
    · rcases mul_eq_zero.mp h2 with h3 | h3
      · right; left; linear_combination h3
      · right; right; linear_combination h3
  · obtain ⟨h1, h2, h3⟩ := trimer_eigenstates J K
    rintro (rfl | rfl | rfl)
    · exact ⟨_, h1⟩
    · exact ⟨_, h2⟩
    · exact ⟨_, h3⟩
```

The theorem gives the set of eigenvalues, some of which may coincide, and says nothing about their multiplicities.

## Real couplings, with J not negative

Real $J$ and $K$ are the exchange constants of a Hermitian Hamiltonian. They make the three levels real, so that a lowest one can be sought; complex couplings would leave the cubic algebra intact but not the ordering of energies.

The condition $J\ge0$ means that the apex bonds are antiferromagnetic or absent. It is needed for one comparison:

$$-J+\tfrac K4\le\tfrac J2+\tfrac K4\quad\Longleftrightarrow\quad J\ge0 .$$

The level of the fully aligned state therefore never lies below both others, and the minimum of the remaining two is the ground energy. `IsLeast` says that this minimum is an eigenvalue and a lower bound for all real eigenvalues. The hypothesis `hJ` is used by `linarith` in the branch for the aligned level.

```lean
/-- For `J ≥ 0` and any real `K`, the lowest energy of the trimer is
`min (-J + K/4) (-3K/4)`. -/
theorem ground_energy (J K : ℝ) (hJ : 0 ≤ J) :
    IsLeast {E : ℝ | IsEnergy J K E} (min (-J + K / 4) (-(3 * K / 4))) := by
  constructor
  · rw [Set.mem_ofPred_eq, isEnergy_iff]
    simp only [Complex.ofReal_inj]
    exact Or.inr (min_choice _ _)
  · intro E hE
    have h := (isEnergy_iff J K E).1 hE
    simp only [Complex.ofReal_inj] at h
    rcases h with h | h | h
    · exact (min_le_left _ _).trans (by linarith)
    · exact (min_le_left _ _).trans h.ge
    · exact (min_le_right _ _).trans h.ge
```

For $J<0$ the aligned level lies below $-J+K/4$, and the ground energy becomes $\min(J/2+K/4,\,-3K/4)$.

## Either sign of K

No condition on $K$ is required. When $J>0$, positive $K$ is the frustrated case. For any $J\ge0$, negative $K$ favours parallel base spins and falls under $K\le J$. The crossing follows from

$$-J+\tfrac K4\le-\tfrac{3K}4\quad\Longleftrightarrow\quad K\le J .$$

In the Lean proof, uniqueness of the least element equates a level with the minimum, and the inequality follows; the converse evaluates the minimum directly. At $J=K$ both statements apply.

```lean
/-- For `J ≥ 0`, the level `-J + K/4` is the ground energy exactly when `K ≤ J`, and the
level `-3K/4` is the ground energy exactly when `J ≤ K`. -/
theorem ground_level_crossing (J K : ℝ) (hJ : 0 ≤ J) :
    (IsLeast {E : ℝ | IsEnergy J K E} (-J + K / 4) ↔ K ≤ J) ∧
    (IsLeast {E : ℝ | IsEnergy J K E} (-(3 * K / 4)) ↔ J ≤ K) := by
  have g := ground_energy J K hJ
  refine ⟨⟨fun h => ?_, fun h => ?_⟩, ⟨fun h => ?_, fun h => ?_⟩⟩
  · have e := h.unique g
    have := min_le_right (-J + K / 4) (-(3 * K / 4))
    linarith
  · rwa [min_eq_left (by linarith)] at g
  · have e := h.unique g
    have := min_le_left (-J + K / 4) (-(3 * K / 4))
    linarith
  · rwa [min_eq_right (by linarith)] at g

end

end IsoscelesHeisenbergTrimer
```

```lean
#print axioms IsoscelesHeisenbergTrimer.ground_level_crossing
```

```
'IsoscelesHeisenbergTrimer.ground_level_crossing' depends on axioms: [propext, Classical.choice, Quot.sound]
```

For $J>0$, the base spins form a triplet in the ground state when $K<J$ and a singlet when $K>J$. For this isolated, isotropic trimer without a magnetic field, the three levels provide an exact check on a numerical diagonalisation code.

## A Hamiltonian built from swaps

The model could also have been defined directly by $H=\tfrac J2(P_{12}+P_{23}-1)+\tfrac K4(2P_{13}-1)$. Then `spin_exchange` and `bond_mulVec` would not be needed, and the cubic would start from the definition. The connection with the matrices $S^x,S^y,S^z$ would, however, become an assumption of the model, whereas here it is proved.
